# A start from which restarted depth-one Anderson only matches optimal linear mixing

Let $A=\mathrm{diag}(a,b)$ with $0<a<b$, and let each restart cycle replace the residual $r$ by the shortest vector of the form $r-tAr$, $t$ real. From the residual $(\sqrt b,\sqrt a)$, every cycle multiplies the norm by exactly

$$\rho=\frac{b-a}{a+b},$$

which is also the smallest worst-case factor that linear mixing with a fixed step can have for this $A$. Other starts can do better: the residual $(1,0)$ vanishes after one cycle, with $t=1/a$.

For self-consistent field iterations this shows, in a linear model with two modes, that restarted depth-one Anderson, taken without the usual mixing step after its minimisation, can fail to gain anything per cycle over one linear mixing step with a well-chosen fixed parameter.

## Residuals, mixing steps and cycles

Near a fixed point of $x\mapsto g(x)$, the residual $g(x)-x$ is approximately linear in the error. Mixing in a fraction $t$ of the residual then sends $r$ to $r-tAr$, where $A=1-g'$. The model takes this linear law as exact and $A$ as diagonal in an orthonormal basis, with real entries. Positive entries mean that a small enough positive step damps every mode.

```lean
import Mathlib

noncomputable section

namespace RestartedAnderson

variable {ι : Type*} [Fintype ι]
```

In Lean, `ι` is the finite set of modes, `d i` is the entry of $A$ for mode $i$, and `EuclideanSpace ℝ ι` carries the usual Euclidean norm. The mixing step is `linStep d t r`.

```lean
/-- The residual `r - t A r` after a linear mixing step of size `t`, for the diagonal
matrix `A` with entries `d i`. -/
def linStep (d : ι → ℝ) (t : ℝ) (r : EuclideanSpace ℝ ι) : EuclideanSpace ℝ ι :=
  WithLp.toLp 2 (fun i => r i - t * (d i * r i))
```

A cycle is defined by minimality, without a formula for the best $t$. `IsCycle d r r'` says that $r'$ is one of the vectors $r-tAr$ and that none of them is shorter.

```lean
/-- One restart cycle: `r'` is a shortest vector among all `r - t A r` with `t` real. -/
def IsCycle (d : ι → ℝ) (r r' : EuclideanSpace ℝ ι) : Prop :=
  (∃ t : ℝ, r' = linStep d t r) ∧ ∀ s : ℝ, ‖r'‖ ≤ ‖linStep d s r‖
```

The special start has components numbered 0 and 1, as in `Fin 2`; mode 0 belongs to $a$ and mode 1 to $b$.

```lean
/-- The residual `(√b, √a)` from which the restarted method is run. -/
def slowStart (a b : ℝ) : EuclideanSpace ℝ (Fin 2) := !₂[√b, √a]
```

## (a) Anderson's combination of two residuals

**Task.** Take a trial mixing step of size $\beta\neq0$, then choose the shortest affine combination of the old and the trial residual. Show that this is a cycle, by proving
$$(1-\eta)\,r+\eta\,(r-\beta Ar)=r-(\eta\beta)Ar .$$

**Solution.** The terms $\pm\eta r$ cancel, which gives the identity. Since $\beta\ne0$, the product $\eta\beta$ runs through all real numbers as $\eta$ does. Both minimisations therefore have the same candidates and the same shortest vectors.

In the proof, `h` is the identity, and `e` recovers a given step $s$ from the weight $s/\beta$. The cycle ends at the combined residual; the further mixing step that Anderson's method usually takes after the combination is not part of this model.

```lean
/-- A cycle is a depth-one Anderson minimisation: take a trial mixing step of any nonzero
size `β`, then choose the shortest affine combination of the old and the trial residual. -/
theorem isCycle_iff_anderson (d : ι → ℝ) {β : ℝ} (hβ : β ≠ 0)
    (r r' : EuclideanSpace ℝ ι) :
    IsCycle d r r' ↔
      (∃ θ : ℝ, r' = (1 - θ) • r + θ • linStep d β r) ∧
        ∀ η : ℝ, ‖r'‖ ≤ ‖(1 - η) • r + η • linStep d β r‖ := by
  -- an affine combination with weight η is a mixing step of size η β
  have h : ∀ η : ℝ, (1 - η) • r + η • linStep d β r = linStep d (η * β) r := by
    intro η
    ext i
    simp [linStep]
    ring
  have e : ∀ s : ℝ, s / β * β = s := fun s => by field_simp
  simp only [h]
  constructor
  · rintro ⟨⟨t, ht⟩, hm⟩
    exact ⟨⟨t / β, by rw [e]; exact ht⟩, fun η => hm _⟩
  · rintro ⟨⟨θ, hθ⟩, hm⟩
    refine ⟨⟨θ * β, hθ⟩, fun s => ?_⟩
    have hs := hm (s / β)
    rwa [e] at hs
```

## (b) An upper bound for linear mixing

**Task.** Let $0<a\le b$ and let all entries satisfy $a\le d_i\le b$, for any finite number of modes. Show that
$$\Bigl\|r-\tfrac{2}{a+b}Ar\Bigr\|\le\rho\,\|r\| .$$

**Solution.** Component $r_i$ is multiplied by $(a+b-2d_i)/(a+b)$. The difference of two squares gives
$$\rho^2-\Bigl(\frac{a+b-2d_i}{a+b}\Bigr)^2=\frac{4(d_i-a)(b-d_i)}{(a+b)^2}\ge0 .$$
Multiply by $r_i^2$, sum over $i$ and take the square root.

Lean goes through the same steps in reverse order: `sq_le_sq₀` passes to squares, `Finset.sum_le_sum` reduces the claim to one mode, and `h` is the displayed identity times $r_i^2$.

```lean
/-- If all entries of `A` lie in `[a, b]` with `0 < a ≤ b`, linear mixing with step
`2/(a+b)` shrinks every residual at least by the factor `(b-a)/(a+b)`. -/
theorem linear_mixing_le {a b : ℝ} (ha : 0 < a) (hab : a ≤ b) (d : ι → ℝ)
    (hd : ∀ i, a ≤ d i ∧ d i ≤ b) (r : EuclideanSpace ℝ ι) :
    ‖linStep d (2 / (a + b)) r‖ ≤ (b - a) / (a + b) * ‖r‖ := by
  have hs : 0 < a + b := by linarith
  have hρ : 0 ≤ (b - a) / (a + b) := div_nonneg (by linarith) hs.le
  apply (sq_le_sq₀ (norm_nonneg _) (mul_nonneg hρ (norm_nonneg _))).1
  rw [mul_pow, EuclideanSpace.norm_sq_eq, EuclideanSpace.norm_sq_eq, Finset.mul_sum]
  apply Finset.sum_le_sum
  intro i _
  simp only [linStep, Real.norm_eq_abs, sq_abs]
  -- the two sides differ by a multiple of (d - a)(b - d)
  have h : ((b - a) / (a + b)) ^ 2 * r i ^ 2 - (r i - 2 / (a + b) * (d i * r i)) ^ 2
      = 4 * ((d i - a) * (b - d i)) * (r i / (a + b)) ^ 2 := by
    field_simp
    ring
  have h1 : 0 ≤ (d i - a) * (b - d i) :=
    mul_nonneg (by linarith [(hd i).1]) (by linarith [(hd i).2])
  have h2 : 0 ≤ 4 * ((d i - a) * (b - d i)) * (r i / (a + b)) ^ 2 := by positivity
  linarith
```

## (c) The same bound for a cycle

**Task.** Under the assumptions of (b), show that every cycle from $r$ to $r'$ satisfies
$$\|r'\|\le\rho\,\|r\| .$$

**Solution.** The vector in (b) is one of the candidates, and $r'$ is no longer than any candidate. In Lean, `h.2` is this minimality, and `trans` chains it with (b).

```lean
/-- If all entries of `A` lie in `[a, b]` with `0 < a ≤ b`, a restart cycle shrinks every
residual at least by the factor `(b-a)/(a+b)`. -/
theorem cycle_le {a b : ℝ} (ha : 0 < a) (hab : a ≤ b) (d : ι → ℝ)
    (hd : ∀ i, a ≤ d i ∧ d i ≤ b) {r r' : EuclideanSpace ℝ ι} (h : IsCycle d r r') :
    ‖r'‖ ≤ (b - a) / (a + b) * ‖r‖ :=
  (h.2 _).trans (linear_mixing_le ha hab d hd r)
```

## (d) The squared norm as a quadratic function of the step

**Task.** Let $a,b>0$ and let $v$ be balanced, meaning $a v_0^2=b v_1^2$. Show that
$$\|v-tAv\|^2=\Bigl(\rho^2+ab\bigl(t-\tfrac{2}{a+b}\bigr)^2\Bigr)\|v\|^2 .$$

**Solution.** Balance gives $v_0^2=\frac{b}{a+b}\|v\|^2$ and $v_1^2=\frac{a}{a+b}\|v\|^2$. Hence
$$\|v-tAv\|^2=\frac{b(1-ta)^2+a(1-tb)^2}{a+b}\,\|v\|^2=\Bigl(1-\frac{4ab}{a+b}\,t+ab\,t^2\Bigr)\|v\|^2 .$$
Completing the square leaves the constant $1-4ab/(a+b)^2=\rho^2$.

In Lean, `key` is the algebra, with $x$ and $y$ in place of $v_0^2$ and $v_1^2$. It eliminates $y=ax/b$ and finishes with `field_simp` and `ring`. The steps `h1` and `h2` write out the two norms.

```lean
/-- For `A = diag(a, b)` with `a, b > 0` and a residual with `a v₀² = b v₁²`, the squared length
after a mixing step of size `t` is the squared length before it times
`((b-a)/(a+b))² + a b (t - 2/(a+b))²`. -/
theorem balanced_norm_sq {a b : ℝ} (ha : 0 < a) (hb : 0 < b)
    {v : EuclideanSpace ℝ (Fin 2)} (hv : a * v 0 ^ 2 = b * v 1 ^ 2) (t : ℝ) :
    ‖linStep ![a, b] t v‖ ^ 2 =
      (((b - a) / (a + b)) ^ 2 + a * b * (t - 2 / (a + b)) ^ 2) * ‖v‖ ^ 2 := by
  have hs : a + b ≠ 0 := by positivity
  have key : ∀ x y : ℝ, a * x = b * y → (1 - t * a) ^ 2 * x + (1 - t * b) ^ 2 * y =
      (((b - a) / (a + b)) ^ 2 + a * b * (t - 2 / (a + b)) ^ 2) * (x + y) := by
    intro x y h
    have hy : y = a * x / b := by
      rw [eq_div_iff hb.ne']
      linarith
    rw [hy]
    field_simp
    ring
  have h1 : ‖v‖ ^ 2 = v 0 ^ 2 + v 1 ^ 2 := by
    simp [EuclideanSpace.norm_sq_eq, Fin.sum_univ_two]
  have h2 : ‖linStep ![a, b] t v‖ ^ 2 =
      (v 0 - t * (a * v 0)) ^ 2 + (v 1 - t * (b * v 1)) ^ 2 := by
    simp [EuclideanSpace.norm_sq_eq, Fin.sum_univ_two, linStep]
  rw [h1, h2, ← key _ _ hv]
  ring
```

## (e) One cycle from a balanced residual

**Task.** For $a,b>0$ and balanced $v$, show that the cycle has exactly one possible result $w$, and that $w$ is balanced again:
$$w=v-\tfrac{2}{a+b}Av,\qquad a w_0^2=b w_1^2 .$$

**Solution.** If $v=0$, every candidate is zero. Otherwise the parabola in (d) has the positive leading coefficient $ab\|v\|^2$, so its vertex $t=2/(a+b)$ is the only minimiser. At this step
$$w_0=\rho v_0,\qquad w_1=-\rho v_1,$$
so both sides of the balance relation are multiplied by $\rho^2$.

The Lean proof compares a given minimiser with the vertex step. This yields `h2`, from which `h3` concludes that the squared distance of $t$ from the vertex is zero. The converse uses that the quadratic term is nonnegative. The component formulas are `e0` and `e1`.

```lean
/-- For `A = diag(a, b)` with `a, b > 0` and a residual with `a v₀² = b v₁²`, the restart
cycle is the linear mixing step of size `2/(a+b)`, and the new residual obeys the same
relation. -/
theorem balanced_cycle {a b : ℝ} (ha : 0 < a) (hb : 0 < b)
    {v : EuclideanSpace ℝ (Fin 2)} (hv : a * v 0 ^ 2 = b * v 1 ^ 2) :
    (∀ w, IsCycle ![a, b] v w ↔ w = linStep ![a, b] (2 / (a + b)) v) ∧
      a * linStep ![a, b] (2 / (a + b)) v 0 ^ 2 =
        b * linStep ![a, b] (2 / (a + b)) v 1 ^ 2 := by
  have hs : a + b ≠ 0 := by positivity
  have hN := balanced_norm_sq ha hb hv
  refine ⟨fun w => ⟨?_, ?_⟩, ?_⟩
  · rintro ⟨⟨t, rfl⟩, hm⟩
    by_cases h0 : v = 0
    · subst h0
      ext i
      simp [linStep]
    · -- minimality forces t to the vertex of the parabola
      have hp : 0 < a * b * ‖v‖ ^ 2 := by
        have := norm_pos_iff.2 h0
        positivity
      have h1 := (sq_le_sq₀ (norm_nonneg _) (norm_nonneg _)).2 (hm (2 / (a + b)))
      rw [hN, hN, sub_self] at h1
      have h2 : a * b * ‖v‖ ^ 2 * (t - 2 / (a + b)) ^ 2 ≤ 0 := by linarith
      have h3 : (t - 2 / (a + b)) ^ 2 = 0 := by
        apply le_antisymm _ (sq_nonneg _)
        by_contra hc
        linarith [mul_pos hp (not_le.1 hc)]
      have h4 : t = 2 / (a + b) := sub_eq_zero.1 (pow_eq_zero_iff two_ne_zero |>.1 h3)
      rw [h4]
  · rintro rfl
    refine ⟨⟨_, rfl⟩, fun s => (sq_le_sq₀ (norm_nonneg _) (norm_nonneg _)).1 ?_⟩
    rw [hN, hN, sub_self]
    have : 0 ≤ a * b * (s - 2 / (a + b)) ^ 2 * ‖v‖ ^ 2 := by positivity
    linarith
  · -- the two components are multiplied by opposite factors
    have e0 : linStep ![a, b] (2 / (a + b)) v 0 = (b - a) / (a + b) * v 0 := by
      simp only [linStep, Matrix.cons_val_zero]
      field_simp
      ring
    have e1 : linStep ![a, b] (2 / (a + b)) v 1 = -((b - a) / (a + b)) * v 1 := by
      simp only [linStep, Matrix.cons_val_one, Matrix.cons_val_zero]
      field_simp
      ring
    rw [e0, e1]
    linear_combination ((b - a) / (a + b)) ^ 2 * hv
```

## (f) Balance and length of the start

**Task.** For $a,b>0$ and $s=(\sqrt b,\sqrt a)$, show that
$$a s_0^2=b s_1^2,\qquad \|s\|=\sqrt{a+b} .$$

**Solution.** Since $s_0^2=b$ and $s_1^2=a$, both sides of the first equation equal $ab$, and $\|s\|^2=b+a$. Lean evaluates the squares with `Real.sq_sqrt`.

```lean
/-- The start `(√b, √a)` satisfies `a v₀² = b v₁²` and has length `√(a+b)`, for
`a, b > 0`. -/
theorem slowStart_spec {a b : ℝ} (ha : 0 < a) (hb : 0 < b) :
    a * slowStart a b 0 ^ 2 = b * slowStart a b 1 ^ 2 ∧ ‖slowStart a b‖ = √(a + b) := by
  have h0 : slowStart a b 0 = √b := by simp [slowStart]
  have h1 : slowStart a b 1 = √a := by simp [slowStart]
  constructor
  · rw [h0, h1, Real.sq_sqrt hb.le, Real.sq_sqrt ha.le, mul_comm]
  · rw [EuclideanSpace.norm_eq, Fin.sum_univ_two, h0, h1]
    simp only [Real.norm_eq_abs, sq_abs]
    rw [Real.sq_sqrt hb.le, Real.sq_sqrt ha.le, add_comm]
```

## (g) A lower bound for every fixed step

**Task.** Let $0<a<b$ and $A=\mathrm{diag}(a,b)$. Suppose that a step $t$ and a number $q$ satisfy $\|v-tAv\|\le q\|v\|$ for all $v$. Show that
$$q\ge\rho .$$

**Solution.** Test the assumption on the start vector $s=(\sqrt b,\sqrt a)$ from (f). By (d), $\|s-tAs\|^2\ge\rho^2\|s\|^2$, and since $\rho\geq 0$ this gives $\rho\|s\|\le\|s-tAs\|\le q\|s\|$. Divide by $\|s\|>0$. Together with (b), this makes $2/(a+b)$ an optimal fixed step in the worst case.

The first inequality of the chain is `h1` in Lean, and the last line of the proof cancels the norm.

```lean
/-- For `A = diag(a, b)` with `0 < a < b`, no fixed mixing step `t` has a worst-case
reduction factor `q` below `(b-a)/(a+b)`. -/
theorem linear_mixing_optimal {a b : ℝ} (ha : 0 < a) (hab : a < b) (t q : ℝ)
    (h : ∀ v, ‖linStep ![a, b] t v‖ ≤ q * ‖v‖) : (b - a) / (a + b) ≤ q := by
  have hb : 0 < b := ha.trans hab
  obtain ⟨hv, hn⟩ := slowStart_spec ha hb
  have hpos : 0 < ‖slowStart a b‖ := by
    rw [hn]
    positivity
  have hρ : 0 ≤ (b - a) / (a + b) := div_nonneg (by linarith) (by linarith)
  have h1 : (b - a) / (a + b) * ‖slowStart a b‖ ≤ ‖linStep ![a, b] t (slowStart a b)‖ := by
    apply (sq_le_sq₀ (by positivity) (norm_nonneg _)).1
    rw [balanced_norm_sq ha hb hv, mul_pow]
    have : 0 ≤ a * b * (t - 2 / (a + b)) ^ 2 * ‖slowStart a b‖ ^ 2 := by positivity
    linarith
  exact le_of_mul_le_mul_right (h1.trans (h _)) hpos
```

## (h) The whole trajectory

**Task.** Let $a,b>0$ and let $r^{(0)},r^{(1)},\dots$ be residuals with $r^{(0)}=s=(\sqrt b,\sqrt a)$. Show that each is obtained from its predecessor by a cycle if and only if, for all $k$,
$$r^{(k+1)}=r^{(k)}-\tfrac{2}{a+b}Ar^{(k)} .$$

**Solution.** The start is balanced by (f). If $r^{(k)}$ is balanced, (e) identifies the cycle with this mixing step and shows that $r^{(k+1)}$ is balanced too. Induction covers all $k$. The recursion defines a sequence, so the restarted method has exactly one trajectory from $s$.

Lean writes $r^{(k)}$ as `r k`. The induction is `hbal`, carried out once for each direction.

```lean
/-- For `A = diag(a, b)` with `a, b > 0`, a sequence of residuals starting at `(√b, √a)`
is produced by restart cycles exactly when it is produced by linear mixing with step
`2/(a+b)`. -/
theorem restarted_iff_linear_mixing {a b : ℝ} (ha : 0 < a) (hb : 0 < b)
    (r : ℕ → EuclideanSpace ℝ (Fin 2)) (h0 : r 0 = slowStart a b) :
    (∀ k, IsCycle ![a, b] (r k) (r (k + 1))) ↔
      ∀ k, r (k + 1) = linStep ![a, b] (2 / (a + b)) (r k) := by
  have hr0 : a * r 0 0 ^ 2 = b * r 0 1 ^ 2 := by
    rw [h0]
    exact (slowStart_spec ha hb).1
  constructor
  · intro h
    have hbal : ∀ k, a * r k 0 ^ 2 = b * r k 1 ^ 2 := by
      intro k
      induction k with
      | zero => exact hr0
      | succ k ih =>
        rw [((balanced_cycle ha hb ih).1 _).1 (h k)]
        exact (balanced_cycle ha hb ih).2
    exact fun k => ((balanced_cycle ha hb (hbal k)).1 _).1 (h k)
  · intro h
    have hbal : ∀ k, a * r k 0 ^ 2 = b * r k 1 ^ 2 := by
      intro k
      induction k with
      | zero => exact hr0
      | succ k ih =>
        rw [h k]
        exact (balanced_cycle ha hb ih).2
    exact fun k => ((balanced_cycle ha hb (hbal k)).1 _).2 (h k)
```

## (i) The exact rate

**Task.** Let $0<a<b$ and let the sequence in (h) be produced by cycles. Show that for every $k\ge0$
$$\|r^{(k+1)}\|=\rho\,\|r^{(k)}\|,\qquad \|r^{(k)}\|=\rho^k\sqrt{a+b} .$$

**Solution.** By (h) every cycle uses the step $2/(a+b)$, and every residual is balanced. The quadratic term in (d) then vanishes, so $\|r^{(k+1)}\|^2=\rho^2\|r^{(k)}\|^2$. Since $\rho\geq 0$, taking roots gives the first equation. The second follows by induction from $\|r^{(0)}\|=\sqrt{a+b}$.

In Lean, `hlin` supplies the mixing steps, `hbal` the balance and `hstep` the one-cycle factor; the final induction multiplies the factors. As in (a), "restarted depth-one Anderson" in the docstring means the minimisation alone, without the usual mixing step after it.

```lean
/-- For `A = diag(a, b)` with `0 < a < b`, restarted depth-one Anderson from `(√b, √a)`
multiplies the residual norm by exactly `(b-a)/(a+b)` in every cycle; after `k` cycles the
norm is `((b-a)/(a+b))^k √(a+b)`. -/
theorem restarted_anderson_rate {a b : ℝ} (ha : 0 < a) (hab : a < b)
    (r : ℕ → EuclideanSpace ℝ (Fin 2)) (h0 : r 0 = slowStart a b)
    (h : ∀ k, IsCycle ![a, b] (r k) (r (k + 1))) (k : ℕ) :
    ‖r (k + 1)‖ = (b - a) / (a + b) * ‖r k‖ ∧
      ‖r k‖ = ((b - a) / (a + b)) ^ k * √(a + b) := by
  have hb : 0 < b := ha.trans hab
  have hρ : 0 ≤ (b - a) / (a + b) := div_nonneg (by linarith) (by linarith)
  have hlin := (restarted_iff_linear_mixing ha hb r h0).1 h
  have hbal : ∀ k, a * r k 0 ^ 2 = b * r k 1 ^ 2 := by
    intro k
    induction k with
    | zero =>
      rw [h0]
      exact (slowStart_spec ha hb).1
    | succ k ih =>
      rw [hlin k]
      exact (balanced_cycle ha hb ih).2
  -- the vertex value of the parabola is the exact factor
  have hstep : ∀ k, ‖r (k + 1)‖ = (b - a) / (a + b) * ‖r k‖ := by
    intro k
    apply (sq_eq_sq₀ (norm_nonneg _) (mul_nonneg hρ (norm_nonneg _))).1
    rw [hlin k, balanced_norm_sq ha hb (hbal k)]
    ring
  refine ⟨hstep k, ?_⟩
  induction k with
  | zero => rw [h0, (slowStart_spec ha hb).2, pow_zero, one_mul]
  | succ k ih =>
    rw [hstep k, ih]
    ring

end RestartedAnderson
```

```lean
#print axioms RestartedAnderson.cycle_le
#print axioms RestartedAnderson.linear_mixing_optimal
#print axioms RestartedAnderson.restarted_iff_linear_mixing
#print axioms RestartedAnderson.restarted_anderson_rate
```

```
'RestartedAnderson.cycle_le' depends on axioms: [propext, Classical.choice, Quot.sound]
'RestartedAnderson.linear_mixing_optimal' depends on axioms: [propext, Classical.choice, Quot.sound]
'RestartedAnderson.restarted_iff_linear_mixing' depends on axioms: [propext, Classical.choice, Quot.sound]
'RestartedAnderson.restarted_anderson_rate' depends on axioms: [propext, Classical.choice, Quot.sound]
```
